# The spin-1/2 Heisenberg ferromagnet with equal unit coupling between all N ≥ 2 spins has gap N/2

Let every pair among $N\ge2$ spins 1/2 have the energy $-J\,\mathbf S_i\cdot\mathbf S_j$, with the same $J>0$ and $\hbar=1$. The gap above the ground energy is then $NJ/2$. Some one-flip states have that excitation energy, but couldn't an excited level with many flips lie lower, still above the ground energy?

## No level lies between 0 and N/2

No. For $H=\sum_{i<j}(1/4-\mathbf S_i\cdot\mathbf S_j)$, with $J=1$ and the ground energy shifted to zero, $H^2-(N/2)H$ is positive semidefinite, which excludes such levels.

Let $P_{ij}$ exchange two spins and $D_{ij}=1-P_{ij}$. For $i\ne j$, $\mathbf S_i\cdot\mathbf S_j=P_{ij}/2-1/4$, so
$$H=\tfrac14\sum_{i,j}D_{ij}.$$
Since $P_{ij}^2=1$, the Hermitian $D_{ij}=D_{ij}^2/2$ is positive semidefinite. In every up/down configuration, two of the spins at three different sites $i,j,l$ agree, so antisymmetrising over the three gives zero:
$$1-P_{ij}-P_{il}-P_{jl}+P_{ij}P_{il}+P_{ij}P_{jl}=0.$$
Hence $D_{ij}(D_{il}+D_{jl})=D_{ij}$.

Fix $i\ne j$ and sum $D_{ij}D_{kl}$ over ordered $k,l$. The same bond gives $2D_{ij}^2=4D_{ij}$; overlapping bonds give $2(N-2)D_{ij}$; disjoint ones give $D_{ij}D_{kl}=\tfrac12D_{ij}D_{kl}D_{ij}\ge0$. With $R\ge0$ collecting all disjoint terms,
$$H^2=\tfrac1{16}\Big(2N\sum_{i,j}D_{ij}+R\Big)=\tfrac N2H+\tfrac1{16}R.$$

Eigenvalues therefore satisfy $E\ge0$ and $E(E-N/2)\ge0$. One-flip amplitudes $c_k$, not all zero, with $\sum_kc_k=0$ attain the bound:
$$(Hc)_k=\tfrac12\sum_j(c_k-c_j)=\tfrac N2c_k.$$
At zero energy every $D_{ij}\psi$ vanishes, leaving the exchange-symmetric ferromagnetic multiplet (`ground_iff`).

For $N=2$, the triplet has energy 0 and the singlet 1. Assuming only $N\ge1$ fails: one spin has $H=0$ and no gap.

In Lean, `State N` holds amplitudes on up/down configurations (0 is up), `site` applies a spin matrix at one site, and `expect` is the unnormalised expectation value. `sq_sub_nonneg` states positivity; `IsLeast` in `spectral_gap` says that $N/2$ is the smallest nonzero real eigenvalue. The result needs equal coupling between all pairs, so it doesn't cover a lattice with only nearest-neighbour coupling. For finite clusters that meet the condition, it gives a reference value for exact diagonalisation.

`spinDot_eq` and `three_spins` check spin values case by case. `nonneg_of_sandwich` supplies positivity of $\tfrac12D_{ij}AD_{ij}$ for a positive semidefinite operator $A$. Inside `sq_sub_nonneg`, `row` is the fixed-bond sum, with overlaps removed by inclusion and exclusion in `res`. `oneFlip_eigenvector` computes $Hc$; `spectral_gap` uses amplitudes $1,-1$ on two sites, then the two inequalities for $E$.

```lean
import Mathlib

open Matrix
open scoped ComplexOrder

namespace CompleteGraphFerromagnet

noncomputable section

/-- Amplitudes of `N` spins 1/2 on the configurations (`0` is up, `1` is down). -/
abbrev State (N : ℕ) := (Fin N → Fin 2) → ℂ

/-- Linear operators on the state space. -/
abbrev Op (N : ℕ) := Module.End ℂ (State N)

/-- The spin-1/2 matrix of the x component. -/
def sx : Matrix (Fin 2) (Fin 2) ℂ := !![0, 1/2; 1/2, 0]

/-- The spin-1/2 matrix of the y component. -/
def sy : Matrix (Fin 2) (Fin 2) ℂ := !![0, -Complex.I/2; Complex.I/2, 0]

/-- The spin-1/2 matrix of the z component. -/
def sz : Matrix (Fin 2) (Fin 2) ℂ := !![1/2, 0; 0, -1/2]

variable {N : ℕ}

/-- The one-spin matrix `A` acting on spin `i`. -/
def site (A : Matrix (Fin 2) (Fin 2) ℂ) (i : Fin N) : Op N where
  toFun ψ σ := ∑ b, A (σ i) b * ψ (Function.update σ i b)
  map_add' ψ φ := by
    funext σ
    simp only [Pi.add_apply, mul_add, Finset.sum_add_distrib]
  map_smul' c ψ := by
    funext σ
    simp only [Pi.smul_apply, smul_eq_mul, RingHom.id_apply, Finset.mul_sum, mul_left_comm]

/-- The scalar product `S_i · S_j` of two spin operators. -/
def spinDot (i j : Fin N) : Op N :=
  site sx i * site sx j + site sy i * site sy j + site sz i * site sz j

/-- The Hamiltonian: the sum of `1/4 - S_i · S_j` over all pairs. -/
def hamiltonian (N : ℕ) : Op N :=
  ∑ i, ∑ j, if i < j then (1/4 : ℂ) • (1 : Op N) - spinDot i j else 0

/-- The operator that exchanges spins `i` and `j`. -/
def exchange (i j : Fin N) : Op N where
  toFun ψ σ := ψ (σ ∘ Equiv.swap i j)
  map_add' _ _ := rfl
  map_smul' _ _ := rfl

/-- The bond operator, one minus the exchange. -/
def bond (i j : Fin N) : Op N := 1 - exchange i j

/-- The expectation value `⟨ψ|A|ψ⟩`, without normalisation, as a function of `A`. -/
def expect (ψ : State N) : Op N →ₗ[ℂ] ℂ where
  toFun A := star ψ ⬝ᵥ A ψ
  map_add' A B := by rw [LinearMap.add_apply, dotProduct_add]
  map_smul' c A := by rw [LinearMap.smul_apply, dotProduct_smul, RingHom.id_apply]

/-- The state with amplitude `c k` for spin `k` down and all others up. -/
def oneFlip (c : Fin N → ℂ) : State N :=
  fun σ => ∑ k, if σ = Pi.single k 1 then c k else 0

/-- For two different spins 1/2, `S_i · S_j` is half the exchange minus 1/4. -/
theorem spinDot_eq {i j : Fin N} (hij : i ≠ j) :
    spinDot i j = (1/2 : ℂ) • exchange i j - (1/4 : ℂ) • (1 : Op N) := by
  have key : ∀ (s t : Fin 2) (F : Fin 2 → Fin 2 → ℂ),
      (∑ b, sx s b * ∑ c, sx t c * F b c) + (∑ b, sy s b * ∑ c, sy t c * F b c)
        + (∑ b, sz s b * ∑ c, sz t c * F b c) = 1/2 * F t s - 1/4 * F s t := by
    intro s t F
    fin_cases s <;> fin_cases t <;> simp [sx, sy, sz, Fin.sum_univ_two]
    · linear_combination (F 1 1 / 4) * Complex.I_sq
    · linear_combination (-F 1 0 / 4) * Complex.I_sq
    · linear_combination (-F 0 1 / 4) * Complex.I_sq
    · linear_combination (F 0 0 / 4) * Complex.I_sq
  refine LinearMap.ext fun ψ => funext fun σ => ?_
  have h := key (σ i) (σ j) (fun b c => ψ (Function.update (Function.update σ i b) j c))
  have h1 : Function.update (Function.update σ i (σ j)) j (σ i) = σ ∘ Equiv.swap i j := by
    funext x
    simp only [Function.update_apply, Function.comp_apply, Equiv.swap_apply_def]
    split_ifs <;> simp_all
  have h2 : Function.update (Function.update σ i (σ i)) j (σ j) = σ := by simp
  beta_reduce at h
  rw [h1, h2] at h
  simp only [spinDot, site, exchange, LinearMap.add_apply, LinearMap.sub_apply,
    LinearMap.smul_apply, Module.End.mul_apply, Module.End.one_apply, LinearMap.coe_mk,
    AddHom.coe_mk, Pi.add_apply, Pi.sub_apply, Pi.smul_apply, smul_eq_mul,
    Function.update_of_ne hij.symm]
  exact h

/-- The bond operator vanishes for equal sites, is symmetric in its sites, and its square
is twice itself. -/
theorem bond_rules (i j : Fin N) :
    bond i i = 0 ∧ bond i j = bond j i ∧ bond i j * bond i j = bond i j + bond i j := by
  refine ⟨?_, ?_, ?_⟩
  · refine LinearMap.ext fun ψ => funext fun σ => ?_
    simp [bond, exchange]
  · simp only [bond, exchange, Equiv.swap_comm i j]
  · have h : exchange i j * exchange i j = 1 := by
      refine LinearMap.ext fun ψ => funext fun σ => ?_
      change ψ ((σ ∘ Equiv.swap i j) ∘ Equiv.swap i j) = ψ σ
      rw [Function.comp_assoc, ← Equiv.Perm.coe_mul, Equiv.swap_mul_self]
      rfl
    have e : bond i j * bond i j
        = 1 - exchange i j - exchange i j + exchange i j * exchange i j := by
      simp only [bond, mul_sub, sub_mul, one_mul, mul_one]
      abel
    rw [e, h]
    unfold bond
    abel

/-- The Hamiltonian is one quarter of the sum of bond operators over ordered pairs. -/
theorem hamiltonian_eq : hamiltonian N = (1/4 : ℂ) • ∑ i, ∑ j, bond i j := by
  have e : hamiltonian N = (1/2 : ℂ) • ∑ i, ∑ j, if i < j then bond i j else 0 := by
    simp only [hamiltonian, Finset.smul_sum]
    refine Finset.sum_congr rfl fun i _ => Finset.sum_congr rfl fun j _ => ?_
    split_ifs with h
    · rw [spinDot_eq h.ne, bond]
      module
    · rw [smul_zero]
  have h : ∀ i j : Fin N, bond i j
      = (if i < j then bond i j else 0) + (if j < i then bond j i else 0) := by
    intro i j
    rcases lt_trichotomy i j with h | h | h
    · simp [h, h.le]
    · simp [h, (bond_rules j j).1]
    · simp [h, h.le, (bond_rules i j).2.1]
  have d : ∑ i : Fin N, ∑ j, bond i j = (∑ i, ∑ j, if i < j then bond i j else 0)
      + ∑ i, ∑ j, if i < j then bond i j else 0 := by
    rw [Finset.sum_congr rfl fun i _ => Finset.sum_congr rfl fun j _ => h i j]
    simp only [Finset.sum_add_distrib]
    congr 1
    exact Finset.sum_comm
  rw [e, d]
  module

/-- A bond operator on both sides of `A` can be moved into the state. -/
theorem expect_sandwich (i j : Fin N) (ψ : State N) (A : Op N) :
    expect ψ (bond i j * A * bond i j) = expect (bond i j ψ) A := by
  have inv : Function.Involutive (fun σ : Fin N → Fin 2 => σ ∘ Equiv.swap i j) := by
    intro σ
    change (σ ∘ Equiv.swap i j) ∘ Equiv.swap i j = σ
    rw [Function.comp_assoc, ← Equiv.Perm.coe_mul, Equiv.swap_mul_self]
    rfl
  have adj : ∀ φ χ : State N,
      star φ ⬝ᵥ exchange i j χ = star (exchange i j φ) ⬝ᵥ χ := fun φ χ =>
    Fintype.sum_bijective _ inv.bijective _ _ fun σ => by
      change star (φ σ) * χ (σ ∘ Equiv.swap i j)
        = star (φ ((σ ∘ Equiv.swap i j) ∘ Equiv.swap i j)) * χ (σ ∘ Equiv.swap i j)
      rw [show (σ ∘ Equiv.swap i j) ∘ Equiv.swap i j = σ from inv σ]
  change star ψ ⬝ᵥ bond i j (A (bond i j ψ)) = star (bond i j ψ) ⬝ᵥ A (bond i j ψ)
  generalize A (bond i j ψ) = χ
  simp only [bond, LinearMap.sub_apply, Module.End.one_apply, dotProduct_sub, star_sub,
    sub_dotProduct, adj]

/-- If twice `B` is a bond operator times `A` times the same bond operator, and `A` is
positive semidefinite, then so is `B`. -/
theorem nonneg_of_sandwich {i j : Fin N} {A B : Op N} (hA : ∀ ψ, 0 ≤ expect ψ A)
    (h : bond i j * A * bond i j = B + B) (ψ : State N) : 0 ≤ expect ψ B := by
  have p := hA (bond i j ψ)
  rw [← expect_sandwich, h, map_add, Complex.le_def] at p
  simp only [Complex.add_re, Complex.add_im, Complex.zero_re, Complex.zero_im] at p
  rw [Complex.le_def, Complex.zero_re, Complex.zero_im]
  constructor <;> linarith [p.1, p.2]

/-- For three different spins 1/2, the bond operator of one pair times the sum of the other
two bond operators gives back the first. -/
theorem three_spins {i j l : Fin N} (hij : i ≠ j) (hil : i ≠ l) (hjl : j ≠ l) :
    bond i j * bond i l + bond i j * bond j l = bond i j := by
  have h : exchange i j * exchange i l + exchange i j * exchange j l
      = exchange i j + exchange i l + exchange j l - 1 := by
    refine LinearMap.ext fun ψ => funext fun σ => ?_
    -- `G a b c` is `σ` with the three spins set to `a`, `b`, `c`
    obtain ⟨G, hG⟩ : ∃ G : Fin 2 → Fin 2 → Fin 2 → Fin N → Fin 2, ∀ a b c x, G a b c x =
        if x = i then a else if x = j then b else if x = l then c else σ x :=
      ⟨_, fun _ _ _ _ => rfl⟩
    have g1 : ∀ a b c, G a b c ∘ Equiv.swap i j = G b a c := by
      intro a b c; funext x
      simp only [Function.comp_apply, hG, Equiv.swap_apply_def]
      split_ifs <;> simp_all
    have g2 : ∀ a b c, G a b c ∘ Equiv.swap i l = G c b a := by
      intro a b c; funext x
      simp only [Function.comp_apply, hG, Equiv.swap_apply_def]
      split_ifs <;> simp_all
    have g3 : ∀ a b c, G a b c ∘ Equiv.swap j l = G a c b := by
      intro a b c; funext x
      simp only [Function.comp_apply, hG, Equiv.swap_apply_def]
      split_ifs <;> simp_all
    have g0 : G (σ i) (σ j) (σ l) = σ := by
      funext x
      rw [hG]
      split_ifs <;> simp_all
    -- two of three two-valued spins agree
    have key : ∀ (F : Fin 2 → Fin 2 → Fin 2 → ℂ) (a b c : Fin 2),
        F c a b + F b c a = F b a c + F c b a + F a c b - F a b c := by
      intro F a b c
      fin_cases a <;> fin_cases b <;> fin_cases c <;> ring
    have k := key (fun a b c => ψ (G a b c)) (σ i) (σ j) (σ l)
    have e1 := g1 (σ i) (σ j) (σ l)
    have e2 := g2 (σ i) (σ j) (σ l)
    have e3 := g3 (σ i) (σ j) (σ l)
    beta_reduce at k
    rw [g0] at k e1 e2 e3
    change ψ ((σ ∘ Equiv.swap i j) ∘ Equiv.swap i l) + ψ ((σ ∘ Equiv.swap i j) ∘ Equiv.swap j l)
      = ψ (σ ∘ Equiv.swap i j) + ψ (σ ∘ Equiv.swap i l) + ψ (σ ∘ Equiv.swap j l) - ψ σ
    rw [e1, e2, e3, g2, g3]
    exact k
  have e : bond i j * bond i l + bond i j * bond j l
      = 1 + 1 - exchange i j - exchange i j - exchange i l - exchange j l
        + (exchange i j * exchange i l + exchange i j * exchange j l) := by
    simp only [bond, mul_sub, sub_mul, one_mul, mul_one]
    abel
  rw [e, h]
  unfold bond
  abel

/-- The operator `H² - (N/2) H` is positive semidefinite. -/
theorem sq_sub_nonneg (ψ : State N) :
    0 ≤ expect ψ (hamiltonian N ^ 2 - ((N : ℂ) / 2) • hamiltonian N) := by
  have pb : ∀ (k l : Fin N) (φ : State N), 0 ≤ expect φ (bond k l) := fun k l =>
    nonneg_of_sandwich (A := 1) (fun φ => dotProduct_star_self_nonneg φ)
      (by rw [mul_one, (bond_rules k l).2.2])
  have row : ∀ i j : Fin N, 2 * (N : ℂ) * expect ψ (bond i j)
      ≤ ∑ k, ∑ l, expect ψ (bond i j * bond k l) := by
    intro i j
    by_cases hij : i = j
    · simp [hij, (bond_rules j j).1]
    obtain ⟨w, hw⟩ : ∃ w : Fin N → Fin N → ℂ,
        ∀ k l, w k l = expect ψ (bond i j * bond k l) := ⟨_, fun _ _ => rfl⟩
    have wd : ∀ k, w k k = 0 := fun k => by rw [hw, (bond_rules k k).1, mul_zero, map_zero]
    have wc : ∀ k l, w k l = w l k := fun k l => by rw [hw, hw, (bond_rules k l).2.1]
    have wij : w i j = expect ψ (bond i j) + expect ψ (bond i j) := by
      rw [hw, (bond_rules i j).2.2, map_add]
    -- disjoint bonds commute, so their product is positive
    have pos : ∀ k l, k ≠ i → k ≠ j → l ≠ i → l ≠ j → 0 ≤ w k l := by
      intro k l h1 h2 h3 h4
      have hs : ∀ x, Equiv.swap i j (Equiv.swap k l x) = Equiv.swap k l (Equiv.swap i j x) := by
        intro x
        simp only [Equiv.swap_apply_def]
        split_ifs <;> simp_all
      have hx : exchange i j * exchange k l = exchange k l * exchange i j :=
        LinearMap.ext fun φ => funext fun σ =>
          congrArg φ (funext fun x => congrArg σ (hs x))
      have hb : bond i j * bond k l = bond k l * bond i j := by
        simp only [bond, mul_sub, sub_mul, one_mul, mul_one, hx]
        abel
      rw [hw]
      refine nonneg_of_sandwich (i := i) (j := j) (pb k l) ?_ ψ
      rw [mul_assoc, ← hb, ← mul_assoc, (bond_rules i j).2.2, add_mul]
    -- remove the overlapping bonds by inclusion and exclusion
    have res : ∀ k l, 0 ≤ w k l - ((if k = i then w k l else 0) + (if k = j then w k l else 0)
        + (if l = i then w k l else 0) + (if l = j then w k l else 0)
        - (if k = i then if l = j then w k l else 0 else 0)
        - (if k = j then if l = i then w k l else 0 else 0)) := by
      intro k l
      by_cases hkl : k = l
      · simp [hkl, wd]
      by_cases hd : k ≠ i ∧ k ≠ j ∧ l ≠ i ∧ l ≠ j
      · simpa [hd.1, hd.2.1, hd.2.2.1, hd.2.2.2] using pos k l hd.1 hd.2.1 hd.2.2.1 hd.2.2.2
      · split_ifs <;> simp_all
    have pick : ∀ (f : Fin N → Fin N → ℂ) (a : Fin N),
        ∑ k, ∑ l, (if k = a then f k l else 0) = ∑ l, f a l := fun f a => by
      rw [Finset.sum_comm]
      simp
    have tot := Finset.sum_nonneg fun k (_ : k ∈ Finset.univ) =>
      Finset.sum_nonneg fun l (_ : l ∈ Finset.univ) => res k l
    simp only [Finset.sum_sub_distrib, Finset.sum_add_distrib, pick, Finset.sum_ite_eq',
      Finset.mem_univ, if_true] at tot
    have tri : ∀ l, w i l + w j l = expect ψ (bond i j)
        + (if l = i then expect ψ (bond i j) else 0)
        + (if l = j then expect ψ (bond i j) else 0) := by
      intro l
      by_cases hi : l = i
      · rw [hi, wd, wc j i, wij, if_pos rfl, if_neg hij]
        ring
      by_cases hj : l = j
      · rw [hj, wd, wij, if_pos rfl, if_neg (Ne.symm hij)]
        ring
      · rw [if_neg hi, if_neg hj, hw, hw, ← map_add,
          three_spins hij (Ne.symm hi) (Ne.symm hj)]
        ring
    have S : ∑ l, w i l + ∑ l, w j l = ((N : ℂ) + 2) * expect ψ (bond i j) := by
      rw [← Finset.sum_add_distrib]
      simp only [tri, Finset.sum_add_distrib, Finset.sum_ite_eq', Finset.mem_univ, if_true,
        Finset.sum_const, Finset.card_univ, Fintype.card_fin, nsmul_eq_mul]
      ring
    have ci : ∑ k, w k i = ∑ k, w i k := Finset.sum_congr rfl fun k _ => wc k i
    have cj : ∑ k, w k j = ∑ k, w j k := Finset.sum_congr rfl fun k _ => wc k j
    simp only [← hw]
    rw [← sub_nonneg]
    convert tot using 1
    linear_combination 2 * S + ci + cj - 2 * wij - wc j i
  have e : hamiltonian N ^ 2 - ((N : ℂ) / 2) • hamiltonian N = (1/16 : ℂ) •
      ((∑ i, ∑ j, bond i j) * (∑ i, ∑ j, bond i j) - (2 * (N : ℂ)) • ∑ i, ∑ j, bond i j) := by
    rw [hamiltonian_eq, pow_two, smul_mul_smul_comm]
    module
  rw [e, map_smul, smul_eq_mul]
  refine mul_nonneg (by rw [Complex.le_def]; norm_num) ?_
  rw [map_sub, map_smul, smul_eq_mul, sub_nonneg]
  simp only [Finset.sum_mul]
  simp only [Finset.mul_sum, map_sum]
  exact Finset.sum_le_sum fun i _ => Finset.sum_le_sum fun j _ => row i j

/-- A one-flip state whose amplitudes sum to zero, and are not all zero, is an eigenvector
of the Hamiltonian with energy `N/2`. -/
theorem oneFlip_eigenvector {c : Fin N → ℂ} (hc : ∑ k, c k = 0) (h0 : c ≠ 0) :
    Module.End.HasEigenvector (hamiltonian N) ((N : ℂ) / 2) (oneFlip c) := by
  have val : ∀ k, oneFlip c (Pi.single k 1) = c k := by
    intro k
    unfold oneFlip
    rw [Finset.sum_eq_single k]
    · simp
    · intro m _ hm
      rw [if_neg]
      intro h
      have := congrFun h k
      simp [hm.symm] at this
    · simp
  have hs : ∀ i j m : Fin N, (Pi.single m 1 : Fin N → Fin 2) ∘ Equiv.swap i j
      = Pi.single (Equiv.swap i j m) 1 := by
    intro i j m
    funext x
    simp only [Function.comp_apply, Pi.single_apply, Equiv.swap_apply_eq_iff]
  refine ⟨Module.End.mem_eigenspace_iff.2 (funext fun σ => ?_), fun h => h0 (funext fun k => ?_)⟩
  · rw [hamiltonian_eq]
    simp only [LinearMap.smul_apply, LinearMap.sum_apply, Pi.smul_apply, Finset.sum_apply,
      smul_eq_mul]
    change 1/4 * ∑ i, ∑ j, (oneFlip c σ - oneFlip c (σ ∘ Equiv.swap i j)) = _
    by_cases hσ : ∃ k, σ = Pi.single k 1
    · obtain ⟨k, rfl⟩ := hσ
      have term : ∀ i j, c k - c (Equiv.swap i j k)
          = (if i = k then c k - c j else 0) + (if j = k then c k - c i else 0) := by
        intro i j
        by_cases hi : i = k
        · rw [hi, Equiv.swap_apply_left]
          simp
        by_cases hj : j = k
        · rw [hj, Equiv.swap_apply_right, if_neg hi, if_pos rfl, zero_add]
        · rw [Equiv.swap_apply_of_ne_of_ne (Ne.symm hi) (Ne.symm hj), if_neg hi, if_neg hj]
          ring
      have t1 : ∑ i, ∑ j, (if i = k then c k - c j else 0) = N * c k := by
        rw [Finset.sum_comm]
        simp [Finset.sum_sub_distrib, hc]
      have t2 : ∑ i, ∑ j, (if j = k then c k - c i else 0) = N * c k := by
        simp [Finset.sum_sub_distrib, hc]
      simp only [hs, val, term, Finset.sum_add_distrib, t1, t2]
      ring
    · -- other configurations carry no amplitude, before or after an exchange
      have z : ∀ τ : Fin N → Fin 2, (¬ ∃ k, τ = Pi.single k 1) → oneFlip c τ = 0 :=
        fun τ hτ => Finset.sum_eq_zero fun k _ => if_neg fun h => hτ ⟨k, h⟩
      have z' : ∀ i j, oneFlip c (σ ∘ Equiv.swap i j) = 0 := by
        refine fun i j => z _ fun ⟨k, hk⟩ => hσ ⟨Equiv.swap i j k, ?_⟩
        rw [← hs, ← hk, Function.comp_assoc, ← Equiv.Perm.coe_mul, Equiv.swap_mul_self]
        rfl
      simp [z σ hσ, z']
  · rw [← val k, h]
    rfl

/-- The zero-energy states are exactly the states unchanged by every exchange of two spins. -/
theorem ground_iff (ψ : State N) :
    hamiltonian N ψ = 0 ↔ ∀ i j, exchange i j ψ = ψ := by
  have pb : ∀ i j : Fin N, 0 ≤ expect ψ (bond i j) := fun i j =>
    nonneg_of_sandwich (A := 1) (fun φ => dotProduct_star_self_nonneg φ)
      (by rw [mul_one, (bond_rules i j).2.2]) ψ
  constructor
  · intro h i j
    have e : expect ψ (hamiltonian N) = 0 := by
      change star ψ ⬝ᵥ hamiltonian N ψ = 0
      rw [h, dotProduct_zero]
    rw [hamiltonian_eq, map_smul, smul_eq_mul] at e
    have e' := (mul_eq_zero.1 e).resolve_left (by norm_num)
    simp only [map_sum] at e'
    -- a vanishing sum of nonnegative bond energies vanishes term by term
    have r := (Finset.sum_eq_zero_iff_of_nonneg fun i _ =>
      Finset.sum_nonneg fun j _ => pb i j).1 e' i (Finset.mem_univ i)
    have z := (Finset.sum_eq_zero_iff_of_nonneg fun j _ => pb i j).1 r j (Finset.mem_univ j)
    have s := expect_sandwich i j ψ 1
    rw [mul_one, (bond_rules i j).2.2, map_add, z, add_zero] at s
    have v : ψ - exchange i j ψ = 0 := dotProduct_star_self_eq_zero.1 s.symm
    exact (sub_eq_zero.1 v).symm
  · intro h
    rw [hamiltonian_eq]
    simp [LinearMap.sum_apply, bond, h]

/-- For at least two spins, the smallest nonzero eigenvalue of the Hamiltonian is `N/2`. -/
theorem spectral_gap (hN : 2 ≤ N) :
    IsLeast {E : ℝ | E ≠ 0 ∧ Module.End.HasEigenvalue (hamiltonian N) (E : ℂ)}
      ((N : ℝ) / 2) := by
  constructor
  · refine ⟨by positivity, ?_⟩
    have hab : (⟨0, by omega⟩ : Fin N) ≠ ⟨1, by omega⟩ := by simp
    generalize (⟨0, by omega⟩ : Fin N) = a at hab
    generalize (⟨1, by omega⟩ : Fin N) = b at hab
    have v := oneFlip_eigenvector
      (c := fun k => (if k = a then 1 else 0) - (if k = b then 1 else 0))
      (by simp [Finset.sum_sub_distrib])
      (fun h => by simpa [hab] using congrFun h a)
    push_cast
    exact Module.End.hasEigenvalue_of_hasEigenvector v
  · rintro E ⟨hE, hv⟩
    obtain ⟨ψ, hψ⟩ := hv.exists_hasEigenvector
    have a := hψ.apply_eq_smul
    have n0 : 0 < star ψ ⬝ᵥ ψ := lt_of_le_of_ne (dotProduct_star_self_nonneg ψ)
      fun h => hψ.2 (dotProduct_star_self_eq_zero.1 h.symm)
    have e1 : expect ψ (hamiltonian N) = E * (star ψ ⬝ᵥ ψ) := by
      change star ψ ⬝ᵥ hamiltonian N ψ = _
      rw [a, dotProduct_smul, smul_eq_mul]
    have e2 : expect ψ (hamiltonian N ^ 2) = E * (E * (star ψ ⬝ᵥ ψ)) := by
      rw [pow_two]
      change star ψ ⬝ᵥ hamiltonian N (hamiltonian N ψ) = _
      rw [a, map_smul, a, dotProduct_smul, dotProduct_smul, smul_eq_mul, smul_eq_mul]
    have p1 : 0 ≤ (E : ℂ) * (star ψ ⬝ᵥ ψ) := by
      rw [← e1, hamiltonian_eq, map_smul, smul_eq_mul]
      simp only [map_sum]
      refine mul_nonneg (by rw [Complex.le_def]; norm_num)
        (Finset.sum_nonneg fun i _ => Finset.sum_nonneg fun j _ => ?_)
      exact nonneg_of_sandwich (A := 1) (fun φ => dotProduct_star_self_nonneg φ)
        (by rw [mul_one, (bond_rules i j).2.2]) ψ
    have p2 : 0 ≤ ((E * (E - N / 2) : ℝ) : ℂ) * (star ψ ⬝ᵥ ψ) := by
      have p := sq_sub_nonneg ψ
      rw [map_sub, map_smul, e1, e2, smul_eq_mul] at p
      convert p using 1
      push_cast
      ring
    have n1 := (Complex.lt_def.1 n0).1
    have q1 := (Complex.le_def.1 p1).1
    have q2 := (Complex.le_def.1 p2).1
    rw [Complex.zero_re] at n1
    rw [Complex.re_ofReal_mul, Complex.zero_re] at q1 q2
    have E0 : 0 < E := lt_of_le_of_ne (nonneg_of_mul_nonneg_left q1 n1) (Ne.symm hE)
    have E1 := nonneg_of_mul_nonneg_left q2 n1
    have E2 : 0 ≤ E - N / 2 := nonneg_of_mul_nonneg_right E1 E0
    linarith

end

end CompleteGraphFerromagnet
```

```lean
#print axioms CompleteGraphFerromagnet.ground_iff
#print axioms CompleteGraphFerromagnet.spectral_gap
```

```
'CompleteGraphFerromagnet.ground_iff' depends on axioms: [propext, Classical.choice, Quot.sound]
'CompleteGraphFerromagnet.spectral_gap' depends on axioms: [propext, Classical.choice, Quot.sound]
```
